# The four directions of a regular tetrahedron are unit vectors with pairwise cosine −1/3

Four ligands sit round a central atom at the corners of an ideal regular tetrahedron. With the atom at the origin, their directions are taken as four alternate corners of the cube with corners (±1, ±1, ±1), each divided by √3 to give unit length. The lemma states that the dot product of two of these directions is 1 if they are the same and −1/3 if they differ. Since the vectors have unit length, −1/3 is the cosine of the angle between any two different ones. The proof writes the dot product as a sum of three terms, replaces √3 · √3 by 3, and checks the sixteen pairs of directions one by one.

The first attempt, which Lean rejects:

```lean
import Mathlib

open Matrix

namespace TetraDirDot

noncomputable section

/-- Four alternate corners of a cube of edge two centred at the origin. -/
def tetraCorner : Fin 4 → Fin 3 → ℝ :=
  ![![1, 1, 1], ![1, -1, -1], ![-1, 1, -1], ![-1, -1, 1]]

/-- The four tetrahedral ligand directions: the corners divided by `√3`. -/
def tetraDir (i : Fin 4) (k : Fin 3) : ℝ := tetraCorner i k / √3

/-- The tetrahedral directions have unit length, and any two different ones have
cosine `-1/3`. -/
theorem tetraDir_dot (i j : Fin 4) :
    tetraDir i ⬝ᵥ tetraDir j = if i = j then 1 else -1 / 3 := by
  have h3 : √3 * √3 = (3 : ℝ) := Real.mul_self_sqrt (by norm_num)
  simp only [dotProduct, tetraDir, Fin.sum_univ_three, div_mul_div_comm, h3]
  fin_cases i <;> fin_cases j <;> norm_num [tetraCorner]

end

end TetraDirDot
```

Messages:

```
Main.lean:19:62: error: unsolved goals
case «0».«0»
h3 : √3 * √3 = 3
⊢ 2 / 3 + ![1, 1, 1] 2 * ![1, 1, 1] 2 / 3 = 1

case «0».«1»
h3 : √3 * √3 = 3
⊢ ![1, 1, 1] 2 * ![1, -1, -1] 2 / 3 = -(1 / 3)

case «0».«2»
h3 : √3 * √3 = 3
⊢ ![1, 1, 1] 2 * ![-1, 1, -1] 2 / 3 = -(1 / 3)

case «0».«3»
h3 : √3 * √3 = 3
⊢ -(2 / 3) + ![1, 1, 1] 2 * ![-1, -1, 1] 2 / 3 = -(1 / 3)

case «1».«0»
h3 : √3 * √3 = 3
⊢ ![1, -1, -1] 2 * ![1, 1, 1] 2 / 3 = -(1 / 3)

case «1».«1»
h3 : √3 * √3 = 3
⊢ 2 / 3 + ![1, -1, -1] 2 * ![1, -1, -1] 2 / 3 = 1

case «1».«2»
h3 : √3 * √3 = 3
⊢ -(2 / 3) + ![1, -1, -1] 2 * ![-1, 1, -1] 2 / 3 = -(1 / 3)

case «1».«3»
h3 : √3 * √3 = 3
⊢ ![1, -1, -1] 2 * ![-1, -1, 1] 2 / 3 = -(1 / 3)

case «2».«0»
h3 : √3 * √3 = 3
⊢ ![-1, 1, -1] 2 * ![1, 1, 1] 2 / 3 = -(1 / 3)

case «2».«1»
h3 : √3 * √3 = 3
⊢ -(2 / 3) + ![-1, 1, -1] 2 * ![1, -1, -1] 2 / 3 = -(1 / 3)

case «2».«2»
h3 : √3 * √3 = 3
⊢ 2 / 3 + ![-1, 1, -1] 2 * ![-1, 1, -1] 2 / 3 = 1

case «2».«3»
h3 : √3 * √3 = 3
⊢ ![-1, 1, -1] 2 * ![-1, -1, 1] 2 / 3 = -(1 / 3)

case «3».«0»
h3 : √3 * √3 = 3
⊢ -(2 / 3) + ![-1, -1, 1] 2 * ![1, 1, 1] 2 / 3 = -(1 / 3)

case «3».«1»
h3 : √3 * √3 = 3
⊢ ![-1, -1, 1] 2 * ![1, -1, -1] 2 / 3 = -(1 / 3)

case «3».«2»
h3 : √3 * √3 = 3
⊢ ![-1, -1, 1] 2 * ![-1, 1, -1] 2 / 3 = -(1 / 3)

case «3».«3»
h3 : √3 * √3 = 3
⊢ 2 / 3 + ![-1, -1, 1] 2 * ![-1, -1, 1] 2 / 3 = 1
```

Cause. All sixteen cases are left unsolved, and in each the same thing is stuck: the third component of the two corners, as in `![1, 1, 1] 2`. The goals are true, and the first two components have already been evaluated and summed.

The components at `0` and `1` are read off by ordinary simp lemmas, which `norm_num` uses. Reading off the entry at the literal `2` is the work of a simproc, `Matrix.cons_val`, a small program that `simp` runs by default and `norm_num` does not. So `norm_num [tetraCorner]` could unfold the corners but never learnt the last number in each.

The repair gives the unfolding to `simp [tetraCorner]`, which does evaluate the entry at `2`. The `norm_num` after it finishes whatever arithmetic `simp` leaves, now with plain numbers only.

The mended proof, as a diff:

```diff
@@ -20,5 +20,5 @@
   have h3 : √3 * √3 = (3 : ℝ) := Real.mul_self_sqrt (by norm_num)
   simp only [dotProduct, tetraDir, Fin.sum_univ_three, div_mul_div_comm, h3]
-  fin_cases i <;> fin_cases j <;> norm_num [tetraCorner]
+  fin_cases i <;> fin_cases j <;> simp [tetraCorner] <;> norm_num
 
 end
```
